# For exponential densities with the slower tail in the valence, the Slater exchange residual of linear unscreening outlasts the core density

Take a core density $n_c(r)=A\,e^{-ar}$ and a valence density $n_v(r)=B\,e^{-br}$ with $A,B>0$ and $a>b$, and the exchange potential $v(n)=-c\,n^{1/3}$. The residual $R=v(n_c+n_v)-v(n_v)$ then obeys

$$e^{(a-2b/3)r}\,R(r)\;\to\;-\frac{c}{3}\,A\,B^{-2/3}\qquad (r\to\infty).$$

If also $b,c>0$, then $R/n_c\to-\infty$: the residual reaches further out than the core density that causes it.

## Exchange potential, densities and residual

```lean
import Mathlib

open Filter Topology

namespace UnscreenedPotentialRange

noncomputable section

/-- Slater exchange potential `-c n^(1/3)` at density `n ≥ 0`. -/
def slaterExchange (c n : ℝ) : ℝ := -c * n ^ (1 / 3 : ℝ)
```

`slaterExchange c n` is $v(n)=-c\,n^{1/3}$. The constant $c$ stands for the strength of local exchange; for the unpolarised electron gas in Hartree units it is $(3/\pi)^{1/3}$. Correlation and spin polarisation are left out. The annotation `(1 / 3 : ℝ)` makes the exponent a real number, since in Lean `1 / 3` between natural numbers is zero.

```lean
/-- Exponential density tail with prefactor `N` and decay constant `k`, at radius `r`. -/
def expDensity (N k r : ℝ) : ℝ := N * Real.exp (-(k * r))
```

`expDensity N k r` is $N e^{-kr}$. It is a pure exponential, without the power of $r$ that usually multiplies an atomic tail.

```lean
/-- Exchange residual of linear unscreening: the exchange potential of the total density
minus that of the valence density alone. -/
def unscreeningResidual (c nc nv : ℝ) : ℝ :=
  slaterExchange c (nc + nv) - slaterExchange c nv
```

`unscreeningResidual c nc nv` is $R$ as a function of two density values.

It arises when a pseudopotential is generated. The screened potential outside the cutoff radius is the all-electron one, so it contains $v(n_c+n_v)$. Linear unscreening subtracts the valence Hartree potential and $v(n_v)$, and $R$ stays behind in the ionic pseudopotential. With a nonlinear core correction one subtracts the exchange potential of valence plus core density instead, and carries the core density, or a smoothed version of it, into later calculations.

## The residual for a dilute core

```lean
/-- The cube root has slope `1/3` at one: `((1 + x)^(1/3) - 1) / x` tends to `1/3`
as `x` tends to zero through nonzero values. -/
theorem cube_root_slope :
    Tendsto (fun x : ℝ => ((1 + x) ^ (1 / 3 : ℝ) - 1) / x) (𝓝[≠] 0) (𝓝 (1 / 3)) := by
  have h := hasDerivAt_iff_tendsto_slope_zero.1
    (Real.hasDerivAt_rpow_const (x := 1) (p := 1 / 3) (Or.inl one_ne_zero))
  simp only [Real.one_rpow, mul_one, smul_eq_mul] at h
  exact h.congr fun t => by ring
```

`Tendsto f l (𝓝 y)` reads "$f$ tends to $y$ along $l$". Here `𝓝[≠] 0` means that $x$ approaches zero without being zero, so the statement is

$$\frac{(1+x)^{1/3}-1}{x}\to\frac13 .$$

This is the derivative of $x^{1/3}$ at $1$, namely $\tfrac13\cdot 1^{-2/3}$. The proof takes Mathlib's derivative of a real power and rewrites it as a limit of difference quotients.

```lean
/-- For nonnegative core and positive valence density, the residual is the valence exchange
potential times a function of the ratio of core to valence density. -/
theorem residual_scaling (c : ℝ) {nc nv : ℝ} (hc : 0 ≤ nc) (hv : 0 < nv) :
    unscreeningResidual c nc nv
      = slaterExchange c nv * ((1 + nc / nv) ^ (1 / 3 : ℝ) - 1) := by
  have h0 : nv * (nc / nv) = nc := by field_simp
  have h : nc + nv = nv * (1 + nc / nv) := by linear_combination -h0
  have hq : 0 ≤ 1 + nc / nv := by positivity
  unfold unscreeningResidual slaterExchange
  rw [h, Real.mul_rpow hv.le hq]
  ring
```

For $n_c\ge0$ and $n_v>0$, write $n_c+n_v=n_v(1+n_c/n_v)$. The cube root of a product of nonnegative numbers factorises, so

$$R=-c\,n_v^{1/3}\left[(1+n_c/n_v)^{1/3}-1\right].$$

In Lean, `h` is the factorised sum and `Real.mul_rpow` splits the root.

```lean
/-- For any positive core and valence densities whose ratio `nc / nv` tends to zero,
the residual approaches `-(c/3) nc / nv^(2/3)`, in the sense that the quotient of the
residual by `nc / nv^(2/3)` tends to `-(c/3)`. -/
theorem residual_dilute_core {ι : Type*} {l : Filter ι} {nc nv : ι → ℝ} (c : ℝ)
    (hc : ∀ i, 0 < nc i) (hv : ∀ i, 0 < nv i)
    (h : Tendsto (fun i => nc i / nv i) l (𝓝 0)) :
    Tendsto (fun i => unscreeningResidual c (nc i) (nv i) * nv i ^ (2 / 3 : ℝ) / nc i)
      l (𝓝 (-(c / 3))) := by
  have h' : Tendsto (fun i => nc i / nv i) l (𝓝[≠] 0) :=
    tendsto_nhdsWithin_iff.2
      ⟨h, Eventually.of_forall fun i => (div_pos (hc i) (hv i)).ne'⟩
  have k := (cube_root_slope.comp h').const_mul (-c)
  have e : -c * (1 / 3) = -(c / 3) := by ring
  rw [e] at k
  refine k.congr fun i => ?_
  simp only [Function.comp_apply]
  rw [residual_scaling c (hc i).le (hv i)]
  unfold slaterExchange
  -- the two fractional powers of the valence density combine to the density itself
  have hp : nv i ^ (1 / 3 : ℝ) * nv i ^ (2 / 3 : ℝ) = nv i := by
    rw [← Real.rpow_add (hv i)]
    norm_num
  generalize (1 + nc i / nv i) ^ (1 / 3 : ℝ) = y
  calc -c * ((y - 1) / (nc i / nv i)) = -c * (y - 1) * nv i / nc i := by
        rw [div_div_eq_mul_div]
        ring
    _ = -c * (y - 1) * (nv i ^ (1 / 3 : ℝ) * nv i ^ (2 / 3 : ℝ)) / nc i := by rw [hp]
    _ = _ := by ring
```

The densities are now arbitrary positive functions on an index type `ι`, and `l` says in which direction the limit is taken. The only other hypothesis is $x=n_c/n_v\to0$. Multiplying the previous formula by $n_v^{2/3}/n_c$ and using $n_v^{1/3}n_v^{2/3}=n_v$ gives

$$\frac{R\,n_v^{2/3}}{n_c}=-c\,\frac{(1+x)^{1/3}-1}{x}\to-\frac c3 .$$

The step `h'` records that $x$ is never zero, which lets `cube_root_slope` be composed with it. The fact `hp` combines the two powers, and the `calc` block is the displayed equality.

## Exponential tails

```lean
/-- An exponential with positive decay constant vanishes at large radius. -/
theorem exp_decay {k : ℝ} (hk : 0 < k) :
    Tendsto (fun r : ℝ => Real.exp (-(k * r))) atTop (𝓝 0) :=
  Real.tendsto_exp_neg_atTop_nhds_zero.comp (tendsto_id.const_mul_atTop hk)
```

For $k>0$, $e^{-kr}\to0$ as $r\to\infty$; `atTop` is Lean's name for that direction.

```lean
/-- Range of the unscreened potential: if the core density decays faster than the valence
density (`a > b`), the residual multiplied by `exp((a - 2b/3) r)` tends to
`-(c/3) A B^(-2/3)` at large radius, for positive prefactors `A` and `B`. -/
theorem residual_tail (c : ℝ) {A B a b : ℝ} (hA : 0 < A) (hB : 0 < B) (hab : b < a) :
    Tendsto (fun r => Real.exp ((a - 2 * b / 3) * r) *
        unscreeningResidual c (expDensity A a r) (expDensity B b r))
      atTop (𝓝 (-(c / 3) * (A * B ^ (-(2 / 3) : ℝ)))) := by
  have hc : ∀ r, 0 < expDensity A a r := fun r => mul_pos hA (Real.exp_pos _)
  have hv : ∀ r, 0 < expDensity B b r := fun r => mul_pos hB (Real.exp_pos _)
  -- the core density becomes negligible beside the valence density
  have hratio : Tendsto (fun r => expDensity A a r / expDensity B b r) atTop (𝓝 0) := by
    have h := (exp_decay (sub_pos.2 hab)).const_mul (A / B)
    rw [mul_zero] at h
    refine h.congr fun r => ?_
    have e : Real.exp (-(a * r)) = Real.exp (-((a - b) * r)) * Real.exp (-(b * r)) := by
      rw [← Real.exp_add]
      congr 1
      ring
    rw [eq_div_iff (hv r).ne']
    unfold expDensity
    rw [e]
    field_simp
  refine ((residual_dilute_core c hc hv hratio).mul_const
    (A * B ^ (-(2 / 3) : ℝ))).congr fun r => ?_
  -- insert the exponential tails and collect the exponents
  have hn : expDensity B b r ^ (2 / 3 : ℝ)
      = B ^ (2 / 3 : ℝ) * Real.exp (-(b * r) * (2 / 3)) := by
    unfold expDensity
    rw [Real.mul_rpow hB.le (Real.exp_pos _).le, ← Real.exp_mul]
  have hBB : B ^ (2 / 3 : ℝ) * B ^ (-(2 / 3) : ℝ) = 1 := by
    rw [← Real.rpow_add hB, add_neg_cancel, Real.rpow_zero]
  have he : Real.exp (-(b * r) * (2 / 3))
      = Real.exp ((a - 2 * b / 3) * r) * Real.exp (-(a * r)) := by
    rw [← Real.exp_add]
    congr 1
    ring
  generalize unscreeningResidual c (expDensity A a r) (expDensity B b r) = R
  rw [hn, he, div_mul_eq_mul_div, div_eq_iff (hc r).ne']
  unfold expDensity
  linear_combination
    (R * Real.exp ((a - 2 * b / 3) * r) * Real.exp (-(a * r)) * A) * hBB
```

This is the limit stated at the start. The theorem assumes `hA`, `hB` and `hab`, that is $A>0$, $B>0$ and $b<a$, and nothing about the signs of $b$ and $c$.

First, $n_c/n_v=(A/B)\,e^{-(a-b)r}\to0$, which is `hratio`. The dilute-core limit therefore applies. Multiply it by the constant $AB^{-2/3}$ and insert the tails:

$$\frac{R\,n_v^{2/3}}{n_c}\,AB^{-2/3}
=R\,\frac{B^{2/3}e^{-2br/3}}{A\,e^{-ar}}\,AB^{-2/3}
=e^{(a-2b/3)r}R .$$

The right-hand side thus tends to $-\tfrac c3AB^{-2/3}$. In the code, `hn` expands $n_v^{2/3}$, `hBB` cancels the powers of $B$, `he` collects the exponents, and `linear_combination` assembles them.

```lean
/-- The residual outlasts the core density: for `c, A, B > 0` and `a > b > 0`, the ratio of
residual to core density tends to minus infinity at large radius. -/
theorem residual_outlasts_core {c A B a b : ℝ} (hc : 0 < c) (hA : 0 < A) (hB : 0 < B)
    (hb : 0 < b) (hab : b < a) :
    Tendsto (fun r => unscreeningResidual c (expDensity A a r) (expDensity B b r) /
      expDensity A a r) atTop atBot := by
  have hneg : -(c / 3) * (A * B ^ (-(2 / 3) : ℝ)) < 0 := by
    have : 0 < c / 3 * (A * B ^ (-(2 / 3) : ℝ)) := by positivity
    linarith
  have hk : 0 < 2 * b / 3 := by positivity
  have hg : Tendsto (fun r : ℝ => Real.exp (2 * b / 3 * r) / A) atTop atTop :=
    (Real.tendsto_exp_atTop.comp (tendsto_id.const_mul_atTop hk)).atTop_div_const hA
  refine ((residual_tail c hA hB hab).neg_mul_atTop hneg hg).congr fun r => ?_
  have he : Real.exp ((a - 2 * b / 3) * r) * Real.exp (2 * b / 3 * r)
      * Real.exp (-(a * r)) = 1 := by
    rw [← Real.exp_add, ← Real.exp_add, ← Real.exp_zero]
    congr 1
    ring
  have hAA : A / A = 1 := div_self hA.ne'
  have hcore : 0 < expDensity A a r := mul_pos hA (Real.exp_pos _)
  rw [eq_div_iff hcore.ne']
  generalize unscreeningResidual c (expDensity A a r) (expDensity B b r) = R
  unfold expDensity
  linear_combination (R * (A / A)) * he + R * hAA
```

Here `atBot` as the target means divergence to $-\infty$. Dividing by the core density gives

$$\frac{R}{n_c}=\left[e^{(a-2b/3)r}R\right]\cdot\frac{e^{2br/3}}{A}.$$

The bracket tends to a negative number because $c>0$ (`hneg`), and the second factor grows without bound because $b>0$ (`hg`). `neg_mul_atTop` is the rule for such a product. Requiring only $b\ge0$ would not do: at $b=0$ the ratio has the finite limit $-\tfrac c3B^{-2/3}$.

For a numerical instance take $A=B=c=1$, $a=2$, $b=1$. Then $x=n_c/n_v=e^{-r}$, and the scaled residual is exactly $-[(1+x)^{1/3}-1]/x$, with limit $-1/3$. Two radii make the cube root easy, since $1.1^3=1.331$ and $1.01^3=1.030301$:

| $r$ | $x$ | $e^{4r/3}R$ | $R/n_c$ |
|---|---|---|---|
| 1.11 | 0.331 | $-0.1/0.331\approx-0.302$ | $-0.63$ |
| 3.50 | 0.030301 | $-0.01/0.030301\approx-0.330$ | $-3.40$ |

The last column is the third multiplied by $e^{2r/3}$. The residual falls off as $e^{-4r/3}$, the core density as $e^{-2r}$.

## A core more diffuse than the valence

```lean
/-- Opposite ordering: if the core density decays more slowly than the valence density
(`a < b`), with `A, B > 0`, the residual multiplied by `exp(a r / 3)` tends to
`-c A^(1/3)` at large radius. -/
theorem residual_tail_diffuse_core (c : ℝ) {A B a b : ℝ} (hA : 0 < A) (hB : 0 < B)
    (hab : a < b) :
    Tendsto (fun r => Real.exp (a * r / 3) *
        unscreeningResidual c (expDensity A a r) (expDensity B b r))
      atTop (𝓝 (-c * A ^ (1 / 3 : ℝ))) := by
  have hx := (exp_decay (sub_pos.2 hab)).const_mul B
  rw [mul_zero] at hx
  have hp : (0 : ℝ) ≤ 1 / 3 := by norm_num
  have k := (((hx.const_add A).rpow_const (p := 1 / 3) (Or.inr hp)).sub
    (hx.rpow_const (p := 1 / 3) (Or.inr hp))).const_mul (-c)
  rw [add_zero, Real.zero_rpow (by norm_num : (1 / 3 : ℝ) ≠ 0), sub_zero] at k
  refine k.congr fun r => ?_
  -- the exponential prefactor is absorbed under the cube roots
  have key : ∀ n : ℝ, 0 ≤ n → Real.exp (a * r / 3) * n ^ (1 / 3 : ℝ)
      = (Real.exp (a * r) * n) ^ (1 / 3 : ℝ) := fun n hn => by
    rw [Real.mul_rpow (Real.exp_pos _).le hn, ← Real.exp_mul, mul_one_div]
  have e0 : Real.exp (a * r) * Real.exp (-(a * r)) = 1 := by
    rw [← Real.exp_add, add_neg_cancel, Real.exp_zero]
  have e3 : Real.exp (a * r) * Real.exp (-(b * r)) = Real.exp (-((b - a) * r)) := by
    rw [← Real.exp_add]
    congr 1
    ring
  have hc : 0 < expDensity A a r := mul_pos hA (Real.exp_pos _)
  have hv : 0 < expDensity B b r := mul_pos hB (Real.exp_pos _)
  have e1 : Real.exp (a * r) * (expDensity A a r + expDensity B b r)
      = A + B * Real.exp (-((b - a) * r)) := by
    unfold expDensity
    linear_combination A * e0 + B * e3
  have e2 : Real.exp (a * r) * expDensity B b r = B * Real.exp (-((b - a) * r)) := by
    unfold expDensity
    linear_combination B * e3
  rw [← e1, ← e2, ← key _ (add_pos hc hv).le, ← key _ hv.le]
  unfold unscreeningResidual slaterExchange
  ring

end

end UnscreenedPotentialRange
```

With $a<b$ the core dominates at large $r$ and the law changes to $e^{ar/3}R\to-c\,A^{1/3}$. Taking the prefactor under the cube roots (`key`) gives

$$e^{ar/3}R=-c\left[\left(A+Be^{-(b-a)r}\right)^{1/3}-\left(Be^{-(b-a)r}\right)^{1/3}\right].$$

The exponentials vanish, and continuity of the cube root, including at zero, leaves $-cA^{1/3}$. The valence parameters have dropped out: the residual is asymptotically the exchange potential of the core alone. The borderline $a=b$ belongs to neither tail theorem. In a Kohn–Sham atom the highest occupied orbital belongs to the valence and has the slowest tail, so the ordering $a<b$ is a mathematical contrast and not the usual atomic case.

```lean
#print axioms UnscreenedPotentialRange.residual_outlasts_core
#print axioms UnscreenedPotentialRange.residual_tail_diffuse_core
```

```
'UnscreenedPotentialRange.residual_outlasts_core' depends on axioms: [propext, Classical.choice, Quot.sound]
'UnscreenedPotentialRange.residual_tail_diffuse_core' depends on axioms: [propext, Classical.choice, Quot.sound]
```
